# The supercell with columns (a, b) and (0, c) has cyclic site classes exactly when gcd(a, b, c) = 1

## Numbering the sites of a periodic alloy

A cluster expansion of a planar alloy assigns an occupation variable to each site of a periodic supercell. Sites that differ by a supercell translation share one variable. Can one integer, linear in the site coordinates, number these variables, so that every lattice translation becomes a cyclic shift of the list?

Take one site per primitive cell, with integer coordinates $(x,y)$, and supercell translations generated by $(a,b)$ and $(0,c)$. The label sought is $L(x,y)=ux+vy$ modulo $ac$, with integers $u,v$, equal at two sites exactly when they differ by a supercell translation.

## The criterion

For all integers $a,b,c$, the group of site classes is cyclic if and only if $\gcd(a,b,c)=1$, and such a label exists under the same condition. Real supercells have $ac\neq0$; if $ac=0$, "modulo $0$" means equality and a cyclic group may be infinite.

The square cell $a=c=2$, $b=0$ shows what fails without the gcd condition. Twice any site is a supercell translation, so no class generates all four.

## Derivation

A site is a supercell translation when $x=am$ and $y=bm+cn$ for integers $m,n$.

**A label makes the group cyclic.** Bézout's identity gives a site $g$ with $L(g)=\gcd(u,v)$. For any site $s$, $L(s)=kL(g)$ for some integer $k$. Hence $L(s)=L(kg)$, and $s$ lies in the class of $kg$.

**A cyclic group forces gcd 1.** Let $g=(g_0,g_1)$ represent a generator and let $d$ divide $a,b,c$. Supercell translations vanish modulo $d$, so $(1,0)\equiv kg$ and $(0,1)\equiv lg$ for some integers $k,l$. Then
$$1\equiv kg_0\equiv (kg_0)(lg_1)=(lg_0)(kg_1)\equiv0 \pmod d,$$
so $d$ divides 1.

**Gcd 1 gives a label, for $c\ne0$.** Let $q$ be the product of the primes dividing $c$ but not $b$. Take a prime $p\mid c$. If $p\mid b$, then $p$ divides neither $a$ nor $q$; if $p\nmid b$, then $p\mid q$. Either way $p\nmid b-aq$. So $b-aq$ and $c$ are coprime, and $r(b-aq)+cw=1$ for some integers $r,w$. Put
$$L=(1+raq)x-ray=x-raz,\qquad z=y-qx.$$
On a supercell translation,
$$L=am\,[1-r(b-aq)]-racn=ac(mw-rn).$$
Conversely, if $L=ack$, set $m=rz+ck$ and $n=wz-(b-aq)k$. Then $am=x$, and
$$bm+cn=(br+cw)z+acqk=z+q\,a(rz+ck)=z+qx=y.$$

**The case $c=0$.** Now $pa+qb=1$ for some new integers $p,q$. Take $L=bx-ay$, which vanishes on multiples of $(a,b)$. If $bx=ay$, then $m=px+qy$ gives $am=x$ and $bm=y$.

## Shifts in a four-site cell

Shearing the $2\times2$ cell to columns $(2,1)$ and $(0,2)$ gives the label $x-2y$ modulo 4. With occupations $\sigma_0,\dots,\sigma_3$ and indices modulo 4, the nearest-neighbour pair correlations along $x$ and $y$ are $\frac14\sum_i\sigma_i\sigma_{i+1}$ and $\frac14\sum_i\sigma_i\sigma_{i+2}$. For this planar cell with one site per primitive cell, neighbour lookup is addition of a fixed offset modulo 4. The sheared cell is a different supercell, not a relabelling of the square one: checkerboard order fits the square cell but not the sheared one, because the translation $(2,1)$ exchanges the two sublattices.

## The statement in Lean

```lean
import Mathlib

open Matrix

namespace CyclicSupercell

/-- The planar supercell matrix in lower triangular form; its columns `(a, b)` and `(0, c)` generate
the supercell translations. -/
def supercell (a b c : ℤ) : Matrix (Fin 2) (Fin 2) ℤ := !![a, 0; b, c]

/-- The superlattice: all integer combinations of the columns of the supercell matrix. -/
def superlattice (a b c : ℤ) : AddSubgroup (Fin 2 → ℤ) :=
  (LinearMap.range (supercell a b c).mulVecLin).toAddSubgroup

/-- The group of site classes: lattice sites modulo supercell translations. -/
abbrev SiteClasses (a b c : ℤ) : Type := (Fin 2 → ℤ) ⧸ superlattice a b c

/-- The integer label `u x + v y` of the site `(x, y)`. -/
def label (u v : ℤ) (s : Fin 2 → ℤ) : ℤ := u * s 0 + v * s 1

/-- The label `u x + v y`, read modulo `a c`, is the same at two sites exactly when they differ
by a supercell translation. -/
def IsSiteLabel (a b c u v : ℤ) : Prop :=
  ∀ s t : Fin 2 → ℤ, s - t ∈ superlattice a b c ↔ a * c ∣ label u v s - label u v t

/-- A site belongs to the superlattice exactly when it is `m (a, b) + n (0, c)` for some
integers `m` and `n`. -/
theorem mem_superlattice (a b c : ℤ) (s : Fin 2 → ℤ) :
    s ∈ superlattice a b c ↔ ∃ m n : ℤ, s 0 = a * m ∧ s 1 = b * m + c * n := by
  unfold superlattice
  rw [Submodule.mem_toAddSubgroup, LinearMap.mem_range]
  constructor
  · rintro ⟨w, rfl⟩
    exact ⟨w 0, w 1, by simp [supercell, Matrix.mulVec, dotProduct, Fin.sum_univ_two],
      by simp [supercell, Matrix.mulVec, dotProduct, Fin.sum_univ_two]⟩
  · rintro ⟨m, n, h0, h1⟩
    refine ⟨![m, n], ?_⟩
    ext i
    fin_cases i <;> simp [supercell, Matrix.mulVec, dotProduct, Fin.sum_univ_two, h0, h1]

/-- If `a, b, c` have no common factor and `c` is nonzero, then some `b - a q` is coprime
to `c`. -/
theorem exists_coprime_shift {a b c : ℤ} (hc : c ≠ 0)
    (h : Int.gcd a (Int.gcd b c) = 1) : ∃ q : ℤ, IsCoprime (b - a * q) c := by
  -- `t` is the product of the primes that divide `c` but not `b`
  obtain ⟨t, ht⟩ : ∃ t : ℕ, ∀ p : ℕ, p.Prime → (p : ℤ) ∣ c →
      ((p : ℤ) ∣ (t : ℤ) ↔ ¬ (p : ℤ) ∣ b) := by
    refine ⟨∏ l ∈ c.natAbs.primeFactors.filter (fun l : ℕ => ¬ (l : ℤ) ∣ b), l, ?_⟩
    intro p hp hpc
    rw [Int.natCast_dvd_natCast]
    constructor
    · intro hd
      obtain ⟨l, hl, hpl⟩ := (Prime.dvd_finsetProd_iff hp.prime _).1 hd
      rw [Finset.mem_filter] at hl
      have hpe : p = l :=
        (Nat.prime_dvd_prime_iff_eq hp (Nat.prime_of_mem_primeFactors hl.1)).1 hpl
      rw [hpe]
      exact hl.2
    · intro hb
      have hpf : p ∈ c.natAbs.primeFactors :=
        Nat.mem_primeFactors.2 ⟨hp, Int.natCast_dvd.1 hpc, Int.natAbs_ne_zero.2 hc⟩
      have hm : p ∈ c.natAbs.primeFactors.filter (fun l : ℕ => ¬ (l : ℤ) ∣ b) :=
        Finset.mem_filter.2 ⟨hpf, hb⟩
      exact Finset.dvd_prod_of_mem (fun l : ℕ => l) hm
  refine ⟨t, ?_⟩
  rw [Int.isCoprime_iff_gcd_eq_one]
  by_contra hne
  obtain ⟨p, hp, hpd⟩ := Nat.exists_prime_and_dvd hne
  have hpx : (p : ℤ) ∣ b - a * t :=
    (Int.natCast_dvd_natCast.2 hpd).trans (Int.gcd_dvd_left ..)
  have hpc : (p : ℤ) ∣ c := (Int.natCast_dvd_natCast.2 hpd).trans (Int.gcd_dvd_right ..)
  have hpi : Prime (p : ℤ) := Nat.prime_iff_prime_int.1 hp
  by_cases hb : (p : ℤ) ∣ b
  · have hat := dvd_sub hb hpx
    rw [sub_sub_cancel] at hat
    rcases hpi.dvd_or_dvd hat with ha | hpt
    · have h1 := Int.dvd_coe_gcd ha (Int.dvd_coe_gcd hb hpc)
      rw [h] at h1
      exact hpi.not_isUnit (isUnit_of_dvd_one (by exact_mod_cast h1))
    · exact (ht p hp hpc).1 hpt hb
  · have h1 := dvd_add hpx (dvd_mul_of_dvd_right ((ht p hp hpc).2 hb) a)
    rw [sub_add_cancel] at h1
    exact hb h1

/-- An explicit label: if `r (b - a q) + c w = 1`, then `(1 + r a q) x - r a y` modulo `a c` is a
site label, and it equals 1 at the site `(1, q)`. -/
theorem isSiteLabel_of_bezout {a b c : ℤ} (q r w : ℤ) (h : r * (b - a * q) + c * w = 1) :
    IsSiteLabel a b c (1 + r * a * q) (-(r * a)) ∧
      label (1 + r * a * q) (-(r * a)) ![1, q] = 1 := by
  constructor
  · intro s t
    rw [mem_superlattice]
    simp only [label, Pi.sub_apply]
    constructor
    · rintro ⟨m, n, h0, h1⟩
      exact ⟨m * w - r * n, by
        linear_combination (1 + r * a * q) * h0 - r * a * h1 - a * m * h⟩
    · rintro ⟨k, hk⟩
      refine ⟨r * ((s 1 - t 1) - q * (s 0 - t 0)) + c * k,
        w * ((s 1 - t 1) - q * (s 0 - t 0)) - (b - a * q) * k, ?_, ?_⟩
      · linear_combination hk
      · linear_combination q * hk - ((s 1 - t 1) - q * (s 0 - t 0)) * h
  · simp [label]

/-- If a supercell has a site label, its group of site classes is cyclic. -/
theorem cyclic_of_isSiteLabel {a b c u v : ℤ} (h : IsSiteLabel a b c u v) :
    IsAddCyclic (SiteClasses a b c) := by
  -- a site whose label is `gcd u v` generates all classes
  obtain ⟨g, hg⟩ : ∃ g : Fin 2 → ℤ, label u v g = (Int.gcd u v : ℤ) :=
    ⟨![Int.gcdA u v, Int.gcdB u v], (Int.gcd_eq_gcd_ab u v).symm⟩
  refine ⟨⟨(g : SiteClasses a b c), fun x => ?_⟩⟩
  obtain ⟨s, rfl⟩ := QuotientAddGroup.mk_surjective x
  have hd : (Int.gcd u v : ℤ) ∣ label u v s :=
    dvd_add (dvd_mul_of_dvd_left (Int.gcd_dvd_left ..) _)
      (dvd_mul_of_dvd_left (Int.gcd_dvd_right ..) _)
  obtain ⟨k, hk⟩ := hd
  have hkg : label u v (k • g) = k * label u v g := by
    simp only [label, Pi.smul_apply, smul_eq_mul]
    ring
  have hm : -(k • g) + s ∈ superlattice a b c := by
    rw [neg_add_eq_sub, h s (k • g), hkg, hg, hk]
    exact ⟨0, by ring⟩
  have he : ((k • g : Fin 2 → ℤ) : SiteClasses a b c) = (s : SiteClasses a b c) :=
    QuotientAddGroup.eq.2 hm
  exact ⟨k, he⟩

/-- If the group of site classes is cyclic, every common divisor of `a`, `b` and `c`
divides 1. -/
theorem common_divisor_of_cyclic {a b c d : ℤ} (h : IsAddCyclic (SiteClasses a b c))
    (ha : d ∣ a) (hb : d ∣ b) (hc : d ∣ c) : d ∣ 1 := by
  obtain ⟨⟨x, hx⟩⟩ := h
  obtain ⟨g, rfl⟩ := QuotientAddGroup.mk_surjective x
  -- modulo `d`, every site is a multiple of the generator `g`
  have key : ∀ x y : ℤ, ∃ k : ℤ, d ∣ x - k * g 0 ∧ d ∣ y - k * g 1 := by
    intro x y
    obtain ⟨k, hk⟩ := hx ((![x, y] : Fin 2 → ℤ) : SiteClasses a b c)
    have hk' : ((k • g : Fin 2 → ℤ) : SiteClasses a b c) =
      ((![x, y] : Fin 2 → ℤ) : SiteClasses a b c) := hk
    obtain ⟨m, n, h0, h1⟩ := (mem_superlattice a b c _).1 (QuotientAddGroup.eq.1 hk')
    have e0 : -(k * g 0) + x = a * m := h0
    have e1 : -(k * g 1) + y = b * m + c * n := h1
    refine ⟨k, ?_, ?_⟩
    · rw [show x - k * g 0 = a * m by linarith]
      exact dvd_mul_of_dvd_left ha _
    · rw [show y - k * g 1 = b * m + c * n by linarith]
      exact dvd_add (dvd_mul_of_dvd_left hb _) (dvd_mul_of_dvd_left hc _)
  -- modulo `d`, the two unit translations cannot both be multiples of `g` unless `d` is a unit
  obtain ⟨k, ⟨p, hp⟩, ⟨q, hq⟩⟩ := key 1 0
  obtain ⟨l, ⟨r, hr⟩, ⟨t, ht⟩⟩ := key 0 1
  exact ⟨p + t * (k * g 0) - q * (l * g 0), by
    linear_combination hp + k * g 0 * ht - l * g 0 * hq⟩

/-- If `a`, `b` and `c` have greatest common divisor 1, the supercell has a site label. -/
theorem exists_isSiteLabel {a b c : ℤ} (h : Int.gcd a (Int.gcd b c) = 1) :
    ∃ u v : ℤ, IsSiteLabel a b c u v := by
  by_cases hc : c = 0
  · subst hc
    rw [Int.gcd_zero_right] at h
    have hab : IsCoprime a b := Int.isCoprime_iff_gcd_eq_one.2 h
    obtain ⟨p, q, hpq⟩ := hab
    refine ⟨b, -a, fun s t => ?_⟩
    rw [mem_superlattice, mul_zero, zero_dvd_iff]
    simp only [label, Pi.sub_apply]
    constructor
    · rintro ⟨m, n, h0, h1⟩
      linear_combination b * h0 - a * h1
    · intro h0
      refine ⟨p * (s 0 - t 0) + q * (s 1 - t 1), 0, ?_, ?_⟩
      · linear_combination q * h0 - (s 0 - t 0) * hpq
      · linear_combination -p * h0 - (s 1 - t 1) * hpq
  · obtain ⟨q, r, w, hrw⟩ := exists_coprime_shift hc h
    exact ⟨_, _, (isSiteLabel_of_bezout q r w (by linear_combination hrw)).1⟩

/-- The site classes of the supercell with columns `(a, b)` and `(0, c)` form a cyclic group if
and only if the greatest common divisor of `a`, `b` and `c` is 1. -/
theorem cyclic_iff_gcd_eq_one (a b c : ℤ) :
    IsAddCyclic (SiteClasses a b c) ↔ Int.gcd a (Int.gcd b c) = 1 := by
  constructor
  · intro h
    have hbc : (Int.gcd a (Int.gcd b c) : ℤ) ∣ (Int.gcd b c : ℤ) := Int.gcd_dvd_right ..
    have h1 := common_divisor_of_cyclic h (Int.gcd_dvd_left ..)
      (hbc.trans (Int.gcd_dvd_left ..)) (hbc.trans (Int.gcd_dvd_right ..))
    exact Nat.dvd_one.1 (by exact_mod_cast h1)
  · intro h
    obtain ⟨u, v, huv⟩ := exists_isSiteLabel h
    exact cyclic_of_isSiteLabel huv

/-- A single label `u x + v y` modulo `a c` distinguishes exactly the site classes, for some
integers `u` and `v`, if and only if the greatest common divisor of `a`, `b` and `c` is 1. -/
theorem exists_siteLabel_iff (a b c : ℤ) :
    (∃ u v : ℤ, IsSiteLabel a b c u v) ↔ Int.gcd a (Int.gcd b c) = 1 :=
  ⟨fun ⟨_, _, h⟩ => (cyclic_iff_gcd_eq_one a b c).1 (cyclic_of_isSiteLabel h),
    exists_isSiteLabel⟩

/-- The supercell with columns `(n, 0)` and `(0, n)` has a cyclic group of site classes if and only
if `n = 1`. -/
theorem square_cyclic_iff (n : ℕ) : IsAddCyclic (SiteClasses n 0 n) ↔ n = 1 := by
  rw [cyclic_iff_gcd_eq_one]
  simp

/-- The sheared supercell with columns `(n, 1)` and `(0, n)` has the site label `x - n y`
modulo `n * n`. -/
theorem sheared_siteLabel (n : ℤ) : IsSiteLabel n 1 n 1 (-n) := by
  have h := (isSiteLabel_of_bezout (a := n) (b := 1) (c := n) 0 1 0 (by ring)).1
  simpa using h

end CyclicSupercell
```

```lean
#print axioms CyclicSupercell.cyclic_iff_gcd_eq_one
-- 'CyclicSupercell.cyclic_iff_gcd_eq_one' depends on axioms: [propext, Classical.choice, Quot.sound]
#print axioms CyclicSupercell.exists_siteLabel_iff
-- 'CyclicSupercell.exists_siteLabel_iff' depends on axioms: [propext, Classical.choice, Quot.sound]
#print axioms CyclicSupercell.square_cyclic_iff
-- 'CyclicSupercell.square_cyclic_iff' depends on axioms: [propext, Classical.choice, Quot.sound]
#print axioms CyclicSupercell.sheared_siteLabel
-- 'CyclicSupercell.sheared_siteLabel' depends on axioms: [propext, Classical.choice, Quot.sound]
```

## Reading the definitions

A site is a function `Fin 2 → ℤ`, with `s 0` $=x$ and `s 1` $=y$. `superlattice` is the range of the supercell matrix, `SiteClasses` is the quotient by it, and `IsSiteLabel` is the label condition above. The nested `Int.gcd` is the gcd of all three integers.

The matrix is lower triangular by definition. A supercell given by another integer matrix must first be brought to this form by unimodular column operations, which keep the superlattice, a step the theorems leave to the user.

## From the derivation to the code

`mem_superlattice` supplies the coordinates $m,n$. `exists_coprime_shift` builds the prime product, called `t` there, and excludes a common prime by contradiction. It needs $c\neq0$: for $a=5$, $b=2$, $c=0$, no $2-5q$ equals $\pm1$.

`isSiteLabel_of_bezout` contains the explicit label and its value 1 at $(1,q)$; `linear_combination` checks the displayed identities. `exists_isSiteLabel` adds the case $c=0$.

`cyclic_of_isSiteLabel` and `common_divisor_of_cyclic` are the two arguments about generators. The latter ends with an explicit multiple of $d$ equal to 1. `cyclic_iff_gcd_eq_one` and `exists_siteLabel_iff` assemble these parts.

Two special cases follow: `square_cyclic_iff` leaves only $n=1$ among the cells with columns $(n,0)$ and $(0,n)$ for natural numbers $n$, and `sheared_siteLabel` gives the label $x-ny$ modulo $n^2$ for every integer $n$.
